# Linearizing \(-\tfrac12\sum w_{xy}P_{xy}^2\) with \(w\ge 0\) overestimates the energy by exactly \(\tfrac12\sum w_{xy}(\Delta P_{xy})^2\)

Q: If I freeze a density-dependent potential at the current density matrix and lower the resulting model energy, the true energy can in some models still rise. Take one matrix element \(P\) with interaction energy \(+\tfrac12P^2\), treated as a free real number and not as an entry of a physical density matrix. Its tangent at \(P=1\) is \(\tfrac12+(P-1)\). Moving to \(P=-3\) lowers the tangent from \(0.5\) to \(-3.5\), while the energy climbs from \(0.5\) to \(4.5\). What prevents this in your case?

A: The sign of the curvature. Let \(P\) be a real matrix and

\[E(P)=E_0(P)+E_x(P),\qquad E_x(P)=-\tfrac12\sum_{xy}w_{xy}P_{xy}^2,\]

with \(E_0\) arbitrary. Your example has \(w=-1\). Nonnegative weights stand for a repulsive density–density interaction in an orthonormal basis, whose Fock exchange has this form.

```lean
import Mathlib

open Filter Topology

namespace ExchangeLinearization

noncomputable section

variable {ι : Type*} [Fintype ι]

/-- The exchange-like energy `-(1/2) ∑ w_xy P_xy²` of a real matrix `P`. -/
def exchange (w P : Matrix ι ι ℝ) : ℝ :=
  -(1 / 2) * ∑ x, ∑ y, w x y * P x y ^ 2
```

Q: General exchange couples different elements of \(P\).

A: That case is not covered, nor are complex matrices. The finite index type `ι` may include spin labels. Symmetry, idempotency and particle number are not built into `Matrix ι ι ℝ`; they enter, if wanted, through an admissible set.

The surrogate at \(Q\) keeps \(E_0\) exact and replaces \(E_x\) by its tangent, with potential \(V_{xy}(Q)=-w_{xy}Q_{xy}\):

\[S_Q(P)=E_0(P)+E_x(Q)+\sum_{xy}V_{xy}(Q)(P-Q)_{xy}.\]

The gap is \(g(Q,P)=\tfrac12\sum_{xy}w_{xy}(P-Q)_{xy}^2\). In Lean the expansion point comes first: `surrogate E0 w Q P`.

```lean
/-- The exchange potential at `Q`, with matrix elements `-w_xy Q_xy`. -/
def exchangePotential (w Q : Matrix ι ι ℝ) : Matrix ι ι ℝ :=
  fun x y => -(w x y * Q x y)

/-- The total energy: an arbitrary functional `E0` plus the exchange energy. -/
def energy (E0 : Matrix ι ι ℝ → ℝ) (w P : Matrix ι ι ℝ) : ℝ :=
  E0 P + exchange w P

/-- The surrogate energy of `P`, in which exchange is linearized at `Q` and `E0` is kept exact. -/
def surrogate (E0 : Matrix ι ι ℝ → ℝ) (w Q P : Matrix ι ι ℝ) : ℝ :=
  E0 P + (exchange w Q + ∑ x, ∑ y, exchangePotential w Q x y * (P - Q) x y)

/-- The weighted sum of squared differences `(1/2) ∑ w_xy (P - Q)_xy²` of two real matrices. -/
def gap (w Q P : Matrix ι ι ℝ) : ℝ :=
  1 / 2 * ∑ x, ∑ y, w x y * (P - Q) x y ^ 2
```

Q: Is that potential really the gradient, or just a definition?

A: It is checked. For a displacement \(D\), expand each square and sum:

\[E_x(Q+tD)=E_x(Q)+t\sum_{xy}V_{xy}(Q)D_{xy}+t^2E_x(D).\]

The first proof below compares the sums term by term and closes with `ring`. The second differentiates this polynomial at \(t=0\), leaving the linear coefficient.

```lean
/-- Along a line `Q + t D` the exchange energy is a quadratic polynomial in `t`, whose linear
coefficient is the exchange potential contracted with `D`. -/
theorem exchange_along_line (w Q D : Matrix ι ι ℝ) (t : ℝ) :
    exchange w (Q + t • D) = exchange w Q
      + t * (∑ x, ∑ y, exchangePotential w Q x y * D x y) + t ^ 2 * exchange w D := by
  simp only [exchange, exchangePotential, Finset.mul_sum, ← Finset.sum_add_distrib]
  refine Finset.sum_congr rfl fun x _ => Finset.sum_congr rfl fun y _ => ?_
  simp only [Matrix.add_apply, Matrix.smul_apply, smul_eq_mul]
  ring

/-- The derivative of the exchange energy at `Q` in the direction `D` is the exchange potential
contracted with `D`. -/
theorem hasDerivAt_exchange (w Q D : Matrix ι ι ℝ) :
    HasDerivAt (fun t : ℝ => exchange w (Q + t • D))
      (∑ x, ∑ y, exchangePotential w Q x y * D x y) 0 := by
  simp_rw [exchange_along_line]
  have h1 := ((hasDerivAt_id' (0 : ℝ)).mul_const
    (∑ x, ∑ y, exchangePotential w Q x y * D x y)).const_add (exchange w Q)
  have h2 := ((hasDerivAt_id' (0 : ℝ)).fun_pow 2).mul_const (exchange w D)
  exact (h1.fun_add h2).congr_deriv (by simp)
```

Q: And the overestimate is exact, not merely second order?

A: Yes, because \(E_x\) is quadratic. Put \(t=1\) and \(D=P-Q\). Since \(E_x(P-Q)=-g(Q,P)\),

\[S_Q(P)=E(P)+g(Q,P).\]

The proof makes the same substitution. This identity needs no sign condition.

```lean
/-- The surrogate built at `Q` differs from the true energy of `P` by exactly the gap. -/
theorem surrogate_eq_energy_add_gap (E0 : Matrix ι ι ℝ → ℝ) (w Q P : Matrix ι ι ℝ) :
    surrogate E0 w Q P = energy E0 w P + gap w Q P := by
  have h := exchange_along_line w Q (P - Q) 1
  have hP : Q + (1 : ℝ) • (P - Q) = P := by rw [one_smul]; abel
  rw [hP] at h
  have hg : gap w Q P = -exchange w (P - Q) := by
    unfold gap exchange
    ring
  unfold surrogate energy
  linarith
```

Q: Then where does \(w\ge0\) matter?

A: In making the surrogate an upper bound. If all weights are nonnegative, so is every gap. Conversely, take \(Q=0\) and let \(P\) have a single entry 1 at \((x,y)\): the gap is \(w_{xy}/2\), so an upper bound everywhere forces \(w_{xy}\ge0\). `Matrix.single` is that test matrix. For \(x\ne y\) it is not symmetric, so it is not a physical density matrix; on a smaller admissible set, nonnegative weights remain sufficient but may not be necessary.

```lean
/-- The surrogate is an upper bound to the energy for every pair of real matrices if and only if all
exchange weights are nonnegative. -/
theorem surrogate_majorizes_iff (E0 : Matrix ι ι ℝ → ℝ) (w : Matrix ι ι ℝ) :
    (∀ Q P, energy E0 w P ≤ surrogate E0 w Q P) ↔ ∀ x y, 0 ≤ w x y := by
  classical
  constructor
  · intro h x y
    -- a displacement in a single matrix element isolates its weight
    have h1 := h 0 (Matrix.single x y (1 : ℝ))
    rw [surrogate_eq_energy_add_gap] at h1
    have hs : ∑ a, ∑ b, w a b * (Matrix.single x y (1 : ℝ) - 0) a b ^ 2 = w x y := by
      refine (Finset.sum_eq_single x (fun a _ ha => Finset.sum_eq_zero fun b _ => ?_)
        (by simp)).trans ((Finset.sum_eq_single y (fun b _ hb => ?_) (by simp)).trans ?_)
      · simp [ha.symm]
      · simp [hb.symm]
      · simp
    unfold gap at h1
    rw [hs] at h1
    linarith
  · intro hw Q P
    rw [surrogate_eq_energy_add_gap]
    have : 0 ≤ gap w Q P := mul_nonneg (by norm_num) (Finset.sum_nonneg fun x _ =>
      Finset.sum_nonneg fun y _ => mul_nonneg (hw x y) (sq_nonneg _))
    linarith
```

Q: So with \(w\ge0\) the energy cannot rise in a step that does not raise the surrogate above the current energy. Who supplies such a step?

A: A constrained minimization does. If \(P\) minimizes \(S_Q\) over a set \(C\) containing \(Q\), then

\[E(P)+g(Q,P)=S_Q(P)\le S_Q(Q)=E(Q).\]

The existence of a minimizer is assumed. `IsMinOn` does not itself require \(P\in C\), but repeating the step with the same \(C\) does.

```lean
/-- If `P` minimizes the surrogate built at `Q` over an admissible set containing `Q`, the energy of
`P` plus the gap is at most the energy of `Q`. -/
theorem constrained_minimizer_descent (E0 : Matrix ι ι ℝ → ℝ) (w Q P : Matrix ι ι ℝ)
    (C : Set (Matrix ι ι ℝ)) (hQ : Q ∈ C) (hmin : IsMinOn (surrogate E0 w Q) C P) :
    energy E0 w P + gap w Q P ≤ energy E0 w Q := by
  have h := isMinOn_iff.mp hmin Q hQ
  rw [surrogate_eq_energy_add_gap, surrogate_eq_energy_add_gap] at h
  have h0 : gap w Q Q = 0 := by simp [gap]
  linarith
```

Q: An ordinary SCF step freezes the Hartree potential too.

A: Then \(E_0\) is no longer exact and the theorem does not apply. It concerns iterations that linearize only an exchange term of the form \(E_x\) above, in a finite real basis; if each step also minimizes the surrogate as above, comparing each energy drop with the gap is a direct check on an implementation.

Q: How do single steps become a statement about the whole run?

A: Write \(g_n=g(P_n,P_{n+1})\). The step condition `hstep` says \(S_{P_n}(P_{n+1})\le E(P_n)\), hence \(g_n\le E(P_n)-E(P_{n+1})\). Summing telescopes:

\[\sum_{n<N}g_n\le E(P_0)-E(P_N).\]

Lean does this by induction on \(N\).

```lean
/-- If no step raises the surrogate above the current energy, the gaps of the first `N` steps
add up to at most the energy lost in these steps. -/
theorem sum_gap_le_energy_drop (E0 : Matrix ι ι ℝ → ℝ) (w : Matrix ι ι ℝ)
    (P : ℕ → Matrix ι ι ℝ)
    (hstep : ∀ n, surrogate E0 w (P n) (P (n + 1)) ≤ energy E0 w (P n)) (N : ℕ) :
    ∑ n ∈ Finset.range N, gap w (P n) (P (n + 1)) ≤ energy E0 w (P 0) - energy E0 w (P N) := by
  induction N with
  | zero => simp
  | succ N ih =>
    rw [Finset.sum_range_succ]
    have h := hstep N
    rw [surrogate_eq_energy_add_gap] at h
    linarith
```

A: If also \(E(P_n)\ge B\) for all \(n\), the partial sums are at most \(E(P_0)-B\). With \(w\ge0\) the terms are nonnegative, so the series converges and its total obeys the same bound. The floor \(B\) is a hypothesis, `hB`; physically, it says that the iteration cannot release unlimited energy.

```lean
/-- For nonnegative weights, if no step raises the surrogate above the current energy and the
energies stay above `B`, then each step lowers the energy by at least its gap, and the gaps are
summable with total at most `E(P_0) - B`. -/
theorem linearized_exchange_descent (E0 : Matrix ι ι ℝ → ℝ) (w : Matrix ι ι ℝ)
    (P : ℕ → Matrix ι ι ℝ) (B : ℝ) (hw : ∀ x y, 0 ≤ w x y)
    (hstep : ∀ n, surrogate E0 w (P n) (P (n + 1)) ≤ energy E0 w (P n))
    (hB : ∀ n, B ≤ energy E0 w (P n)) :
    (∀ n, energy E0 w (P (n + 1)) + gap w (P n) (P (n + 1)) ≤ energy E0 w (P n)) ∧
    Summable (fun n => gap w (P n) (P (n + 1))) ∧
    ∑' n, gap w (P n) (P (n + 1)) ≤ energy E0 w (P 0) - B := by
  have hpos : ∀ n, 0 ≤ gap w (P n) (P (n + 1)) := fun n =>
    mul_nonneg (by norm_num) (Finset.sum_nonneg fun x _ =>
      Finset.sum_nonneg fun y _ => mul_nonneg (hw x y) (sq_nonneg _))
  -- the telescoped energy drop is bounded uniformly in the number of steps
  have hsum : ∀ N, ∑ n ∈ Finset.range N, gap w (P n) (P (n + 1)) ≤ energy E0 w (P 0) - B := by
    intro N
    have h1 := sum_gap_le_energy_drop E0 w P hstep N
    have h2 := hB N
    linarith
  refine ⟨fun n => ?_, summable_of_sum_range_le hpos hsum,
    Real.tsum_le_of_sum_range_le hpos hsum⟩
  rw [← surrogate_eq_energy_add_gap]
  exact hstep n
```

Q: So the density matrix converges?

A: That does not follow. Elements with zero weight are not controlled by the gap, and steps can vanish while their sum diverges. What follows, for \(w_{xy}>0\), is

\[(P_{n+1}-P_n)_{xy}^2\le\frac{2}{w_{xy}}\,g_n,\]

because one nonnegative term is at most the whole sum. These squared steps are therefore summable, and the steps tend to zero. The proof applies `Finset.single_le_sum` once per index, compares the two series, and takes a square root at the end.

```lean
/-- For nonnegative weights, if no step raises the surrogate above the current energy and the
energies stay above `B`, the steps of every matrix element with positive weight are square-summable
and tend to zero. -/
theorem weighted_element_steps_vanish (E0 : Matrix ι ι ℝ → ℝ) (w : Matrix ι ι ℝ)
    (P : ℕ → Matrix ι ι ℝ) (B : ℝ) (hw : ∀ x y, 0 ≤ w x y)
    (hstep : ∀ n, surrogate E0 w (P n) (P (n + 1)) ≤ energy E0 w (P n))
    (hB : ∀ n, B ≤ energy E0 w (P n)) (x y : ι) (hxy : 0 < w x y) :
    Summable (fun n => (P (n + 1) - P n) x y ^ 2) ∧
    Tendsto (fun n => (P (n + 1) - P n) x y) atTop (𝓝 0) := by
  have hg := (linearized_exchange_descent E0 w P B hw hstep hB).2.1
  have hs : Summable (fun n => (P (n + 1) - P n) x y ^ 2) := by
    refine Summable.of_nonneg_of_le (fun n => sq_nonneg _) (fun n => ?_)
      (hg.mul_left (2 / w x y))
    -- one term of the weighted sum is at most the whole sum
    have h1 : w x y * (P (n + 1) - P n) x y ^ 2
        ≤ ∑ b, w x b * (P (n + 1) - P n) x b ^ 2 :=
      Finset.single_le_sum (f := fun b => w x b * (P (n + 1) - P n) x b ^ 2)
        (fun b _ => mul_nonneg (hw x b) (sq_nonneg _)) (Finset.mem_univ y)
    have h2 : ∑ b, w x b * (P (n + 1) - P n) x b ^ 2
        ≤ ∑ a, ∑ b, w a b * (P (n + 1) - P n) a b ^ 2 :=
      Finset.single_le_sum (f := fun a => ∑ b, w a b * (P (n + 1) - P n) a b ^ 2)
        (fun a _ => Finset.sum_nonneg fun b _ => mul_nonneg (hw a b) (sq_nonneg _))
        (Finset.mem_univ x)
    have h3 : 2 / w x y * gap w (P n) (P (n + 1))
        = (∑ a, ∑ b, w a b * (P (n + 1) - P n) a b ^ 2) / w x y := by
      unfold gap
      ring
    rw [h3, le_div_iff₀ hxy]
    linarith
  refine ⟨hs, ?_⟩
  have ht := hs.tendsto_atTop_zero.sqrt
  simp only [Real.sqrt_sq_eq_abs, Real.sqrt_zero] at ht
  exact (tendsto_zero_iff_abs_tendsto_zero _).mpr ht

end

end ExchangeLinearization
```
```lean
#print axioms ExchangeLinearization.surrogate_majorizes_iff
-- 'ExchangeLinearization.surrogate_majorizes_iff' depends on axioms: [propext, Classical.choice, Quot.sound]
#print axioms ExchangeLinearization.constrained_minimizer_descent
-- 'ExchangeLinearization.constrained_minimizer_descent' depends on axioms: [propext, Classical.choice, Quot.sound]
#print axioms ExchangeLinearization.sum_gap_le_energy_drop
-- 'ExchangeLinearization.sum_gap_le_energy_drop' depends on axioms: [propext, Classical.choice, Quot.sound]
#print axioms ExchangeLinearization.weighted_element_steps_vanish
-- 'ExchangeLinearization.weighted_element_steps_vanish' depends on axioms: [propext, Classical.choice, Quot.sound]
```
